# Regularised, noise-free stochastic reconfiguration stays at a start where reversing the parameters is a symmetry of H

An optimisation can fail while looking converged: the energy slope is zero, the parameter update is zero, and yet the trial state has the highest energy available. This can happen when the run starts at p = 0 and the replacement p → −p acts on the trial state ψ(p) as a symmetry P of the Hamiltonian H. In variational Monte Carlo, such a start is a trap for regularised stochastic reconfiguration with exact expectation values. Sampling noise, which is not modelled here, can push a run off it if ψ(0) is not an eigenstate of H. At an eigenstate, as in the two-level example below, the local energy is constant and the sampled force, computed as a covariance, is zero too.

## States, parameters and the reconfiguration equation

```lean
import Mathlib

open scoped InnerProductSpace

namespace SymmetricReconfiguration

noncomputable section

variable {V F : Type*} [NormedAddCommGroup V] [InnerProductSpace ℝ V]
  [NormedAddCommGroup F] [InnerProductSpace ℝ F]
```

`V` is the space of parameters and `F` the space of states. Both are real inner-product spaces of any dimension, so wave functions and parameters are real. The inner product ⟨x, y⟩ is written `⟪x, y⟫_ℝ` in Lean.

```lean
/-- The variational energy `⟨x, H x⟩ / ⟨x, x⟩` of a nonzero state `x`. -/
def energy (H : F →L[ℝ] F) (x : F) : ℝ := ⟪x, H x⟫_ℝ / ⟪x, x⟫_ℝ
```

This is the Rayleigh quotient

E(x) = ⟨x, Hx⟩ / ⟨x, x⟩.

The type `F →L[ℝ] F` says that H is linear and continuous. That includes every real matrix Hamiltonian in a finite basis, but not an unbounded kinetic-energy operator.

```lean
/-- The reconfiguration force on a nonzero state `x` along the tangent vector `d`. -/
def force (H : F →L[ℝ] F) (x d : F) : ℝ :=
  -(⟪d, H x⟫_ℝ - energy H x * ⟪d, x⟫_ℝ) / ⟪x, x⟫_ℝ
```

A tangent vector d is the rate of change of the state along some parameter direction. The force along it is

f(d) = −(⟨d, Hx⟩ − E(x)⟨d, x⟩) / ⟨x, x⟩.

If x is nonzero on every configuration, this is, in Monte Carlo language, minus the covariance of the logarithmic derivative with the local energy. The state need not be normalised.

```lean
/-- The reconfiguration metric at a nonzero state `x`: the overlap of two tangent vectors
after their components along `x` are removed, in units of the squared norm of `x`. -/
def metric (x d e : F) : ℝ :=
  ⟪d, e⟫_ℝ / ⟪x, x⟫_ℝ - ⟪d, x⟫_ℝ * ⟪x, e⟫_ℝ / ⟪x, x⟫_ℝ ^ 2
```

The metric, which under the same condition is the covariance of two logarithmic derivatives, is

S(d, e) = ⟨d, e⟩/⟨x, x⟩ − ⟨d, x⟩⟨x, e⟩/⟨x, x⟩².

It measures how far the state moves, apart from changes along x itself.

```lean
/-- The parameter change `δ` solves the reconfiguration equation `(S + ε) δ = τ f` at `p`,
tested against every parameter direction `u`. The domain is `ψ p ≠ 0`, `ψ` differentiable
at `p`. -/
def IsSRStep (H : F →L[ℝ] F) (ψ : V → F) (τ ε : ℝ) (p δ : V) : Prop :=
  ∀ u, metric (ψ p) (fderiv ℝ ψ p u) (fderiv ℝ ψ p δ) + ε * ⟪u, δ⟫_ℝ
    = τ * force H (ψ p) (fderiv ℝ ψ p u)
```

Write Du for the tangent vector at p along the parameter direction u; in Lean it is `fderiv ℝ ψ p u`. A parameter change δ is a reconfiguration step if, for every u,

S(Du, Dδ) + ε⟨u, δ⟩ = τ f(Du).

This is the linear system (S + ε)δ = τf, written out one direction at a time. The number τ is the imaginary-time step, and ε is the diagonal shift that keeps the system well conditioned when some parameters are nearly redundant. The equation is meant for points where ψ is differentiable and nonzero.

## The force is minus half the energy slope

```lean
/-- For symmetric `H`, the energy slope along a differentiable path of states is minus twice
the reconfiguration force, wherever the state is nonzero. -/
theorem energy_slope (H : F →L[ℝ] F) (hH : ∀ u v, ⟪H u, v⟫_ℝ = ⟪u, H v⟫_ℝ)
    {φ : ℝ → F} {φ' : F} {t : ℝ} (hφ : HasDerivAt φ φ' t) (h0 : φ t ≠ 0) :
    HasDerivAt (fun s => energy H (φ s)) (-2 * force H (φ t) φ') t := by
  have hn : ⟪φ t, φ t⟫_ℝ ≠ 0 := inner_self_ne_zero.mpr h0
  have hHφ : HasDerivAt (fun s => H (φ s)) (H φ') t := H.hasFDerivAt.comp_hasDerivAt t hφ
  have h := (hφ.inner ℝ hHφ).fun_div (hφ.inner ℝ hφ) hn
  refine h.congr_deriv ?_
  -- symmetry of `H` merges the two halves of the product rule
  have e1 : ⟪φ t, H φ'⟫_ℝ = ⟪φ', H (φ t)⟫_ℝ := (hH _ _).symm.trans (real_inner_comm _ _)
  have e2 : ⟪φ t, φ'⟫_ℝ = ⟪φ', φ t⟫_ℝ := real_inner_comm _ _
  rw [e1, e2]
  simp only [force, energy]
  field_simp
  ring
```

The hypotheses of a theorem stand in brackets after its name, and its conclusion follows the colon after those brackets. Here `hH` says that H is symmetric, and `HasDerivAt φ φ' t` says that the path φ has derivative φ′ at t. By the product rule and symmetry,

d⟨φ, Hφ⟩/dt = ⟨φ′, Hφ⟩ + ⟨φ, Hφ′⟩ = 2⟨φ′, Hφ⟩,
d⟨φ, φ⟩/dt = 2⟨φ′, φ⟩.

The quotient rule then gives

dE/dt = 2(⟨φ′, Hφ⟩ − E⟨φ′, φ⟩)/⟨φ, φ⟩ = −2f(φ′).

In the proof, `h` is the quotient rule, `e1` and `e2` merge the equal halves, and `field_simp` and `ring` finish the algebra. The defined force is therefore tied to the actual energy slope.

## Odd tangents and an even state

```lean
/-- If reversing the parameters acts on the trial state as the isometry `P`, and the state is
differentiable at zero, then every tangent vector there is odd under `P`. -/
theorem tangent_odd (P : F →ₗᵢ[ℝ] F) {ψ : V → F} (hψ : DifferentiableAt ℝ ψ 0)
    (hsym : ∀ p, ψ (-p) = P (ψ p)) (u : V) :
    P (fderiv ℝ ψ 0 u) = -fderiv ℝ ψ 0 u := by
  have h := hψ.hasFDerivAt
  have h1 : HasFDerivAt (fun p => ψ (-p))
      ((fderiv ℝ ψ 0).comp (-(ContinuousLinearMap.id ℝ V))) 0 :=
    HasFDerivAt.comp (0 : V) (g := ψ) (by simpa using h)
      (-(ContinuousLinearMap.id ℝ V)).hasFDerivAt
  have h2 : HasFDerivAt (fun p => P (ψ p))
      (P.toContinuousLinearMap.comp (fderiv ℝ ψ 0)) 0 :=
    P.toContinuousLinearMap.hasFDerivAt.comp (0 : V) h
  rw [funext hsym] at h1
  have h3 := DFunLike.congr_fun (h1.unique h2) u
  simpa using h3.symm
```

The type `F →ₗᵢ[ℝ] F` makes P a linear map that preserves lengths; an orthogonal matrix is an example. The hypothesis `hsym` is ψ(−p) = Pψ(p). Differentiating both sides at p = 0 along u gives

−Du = P Du.

The two sides are `h1` and `h2` in the proof. Since a function has only one derivative at a point, `h1.unique h2` equates them.

```lean
/-- A state odd under an isometry is orthogonal to every state even under it. -/
theorem odd_orthogonal_even (P : F →ₗᵢ[ℝ] F) {d x : F} (hd : P d = -d) (hx : P x = x) :
    ⟪d, x⟫_ℝ = 0 := by
  have h := P.inner_map_map d x
  rw [hd, hx, inner_neg_left] at h
  linarith
```

If Pd = −d and Px = x, then, because P preserves inner products,

⟨d, x⟩ = ⟨Pd, Px⟩ = −⟨d, x⟩,

so ⟨d, x⟩ = 0. The final `linarith` draws this conclusion.

## The slope vanishes in every direction

```lean
/-- Let the isometry `P` commute with `H` and let `ψ (-p) = P (ψ p)`. If `ψ` is differentiable
and nonzero at `p = 0`, the derivative of the energy with respect to all parameters
vanishes there. -/
theorem energy_stationary (H : F →L[ℝ] F) (P : F →ₗᵢ[ℝ] F) (hc : ∀ x, P (H x) = H (P x))
    {ψ : V → F} (hψ : DifferentiableAt ℝ ψ 0) (hsym : ∀ p, ψ (-p) = P (ψ p))
    (h0 : ψ 0 ≠ 0) : HasFDerivAt (fun p => energy H (ψ p)) (0 : V →L[ℝ] ℝ) 0 := by
  have hn : ⟪ψ 0, ψ 0⟫_ℝ ≠ 0 := inner_self_ne_zero.mpr h0
  have hE : DifferentiableAt ℝ (fun p => energy H (ψ p)) 0 := by
    simp only [energy, div_eq_mul_inv]
    exact (hψ.inner ℝ (H.differentiableAt.comp (0 : V) hψ)).mul ((hψ.inner ℝ hψ).inv hn)
  -- the energy is an even function of the parameters
  have heven : ∀ p, energy H (ψ (-p)) = energy H (ψ p) := fun p => by
    simp only [energy]
    rw [hsym, ← hc, P.inner_map_map, P.inner_map_map]
  have hz : fderiv ℝ (fun p => energy H (ψ p)) 0 = 0 := ContinuousLinearMap.ext fun u => by
    have h : fderiv ℝ (fun p => energy H (ψ p)) 0 u
        = -fderiv ℝ (fun p => energy H (ψ p)) 0 u :=
      tangent_odd (LinearIsometry.id : ℝ →ₗᵢ[ℝ] ℝ) hE heven u
    change _ = (0 : ℝ)
    linarith
  exact hz ▸ hE.hasFDerivAt
```

The hypothesis `hc` says that P commutes with H. The conclusion is that the energy, as a function of all parameters, has the zero map as its derivative at p = 0. First, the energy is even:

E(ψ(−p)) = ⟨Pψ(p), HPψ(p)⟩/⟨Pψ(p), Pψ(p)⟩
= ⟨Pψ(p), PHψ(p)⟩/⟨Pψ(p), Pψ(p)⟩ = E(ψ(p)).

This is `heven`. Being differentiable (`hE`), an even function has a derivative at zero that equals its own negative, and so vanishes. The code gets this from `tangent_odd`, applied to the energy itself with the identity on ℝ as the isometry. Symmetry of H is not used.

## The only step is no step

```lean
/-- Let the isometry `P` commute with `H`, let `ψ (-p) = P (ψ p)`, and let `ψ` be differentiable
and nonzero at `p = 0`. The reconfiguration equation there has `δ = 0` as its only solution, if
`ε > 0` or if `ε = 0` and distinct parameter directions have distinct tangent vectors. -/
theorem step_iff_zero (H : F →L[ℝ] F) (P : F →ₗᵢ[ℝ] F) (hc : ∀ x, P (H x) = H (P x))
    {ψ : V → F} (hψ : DifferentiableAt ℝ ψ 0) (hsym : ∀ p, ψ (-p) = P (ψ p))
    (h0 : ψ 0 ≠ 0) {τ ε : ℝ}
    (hreg : 0 < ε ∨ (ε = 0 ∧ Function.Injective (fderiv ℝ ψ 0))) (δ : V) :
    IsSRStep H ψ τ ε 0 δ ↔ δ = 0 := by
  have hx : P (ψ 0) = ψ 0 := by simpa using (hsym 0).symm
  have ho : ∀ u, ⟪fderiv ℝ ψ 0 u, ψ 0⟫_ℝ = 0 := fun u =>
    odd_orthogonal_even P (tangent_odd P hψ hsym u) hx
  -- the force vanishes, since `H ψ(0)` is even as well
  have hf : ∀ u, force H (ψ 0) (fderiv ℝ ψ 0 u) = 0 := fun u => by
    have h := odd_orthogonal_even P (tangent_odd P hψ hsym u)
      (show P (H (ψ 0)) = H (ψ 0) by rw [hc, hx])
    simp [force, h, ho u]
  constructor
  · intro h
    -- test the equation with the step itself
    have h1 := h δ
    rw [hf, mul_zero] at h1
    simp only [metric, ho, zero_mul, zero_div, sub_zero, real_inner_self_eq_norm_sq] at h1
    have ha : 0 ≤ ‖fderiv ℝ ψ 0 δ‖ ^ 2 / ‖ψ 0‖ ^ 2 := by positivity
    rcases hreg with hε | ⟨hε, hinj⟩
    · have hb : 0 ≤ ε * ‖δ‖ ^ 2 := by positivity
      have h2 : ε * ‖δ‖ ^ 2 = 0 := by linarith
      simpa [hε.ne'] using h2
    · rw [hε, zero_mul, add_zero] at h1
      have h2 : fderiv ℝ ψ 0 δ = 0 := by simpa [h0] using h1
      exact hinj (by rw [h2, map_zero])
  · rintro rfl u
    rw [hf, mul_zero]
    simp [metric]
```

The symbol `↔` means "if and only if": δ solves the reconfiguration equation at p = 0 exactly when δ = 0. The condition `hreg` asks for either ε > 0, or ε = 0 with distinct parameter directions giving distinct tangent vectors.

Setting p = 0 in the symmetry relation gives Pψ(0) = ψ(0), which is `hx`. Since P commutes with H, Hψ(0) is even too. Every tangent is odd, so

⟨Du, ψ(0)⟩ = 0 and ⟨Du, Hψ(0)⟩ = 0,

and the force vanishes; these are `ho` and `hf`. Now choose u = δ in the step equation:

‖Dδ‖²/‖ψ(0)‖² + ε‖δ‖² = 0.

Both terms are nonnegative, so both are zero. If ε > 0, the second gives δ = 0. If ε = 0, the first gives Dδ = 0, and injectivity gives δ = 0. Conversely, δ = 0 makes both sides of the equation zero.

With ε = 0 and a redundant parameter direction, meaning a nonzero δ with Dδ = 0, that δ would solve the equation as well.

```lean
/-- Reconfiguration cannot leave a symmetric start: under the hypotheses of `step_iff_zero`,
a run that begins at `p = 0` stays there, whatever time steps `τ k` are chosen. -/
theorem reconfiguration_stuck (H : F →L[ℝ] F) (P : F →ₗᵢ[ℝ] F)
    (hc : ∀ x, P (H x) = H (P x)) {ψ : V → F} (hψ : DifferentiableAt ℝ ψ 0)
    (hsym : ∀ p, ψ (-p) = P (ψ p)) (h0 : ψ 0 ≠ 0) (τ ε : ℕ → ℝ)
    (hreg : ∀ k, 0 < ε k ∨ (ε k = 0 ∧ Function.Injective (fderiv ℝ ψ 0)))
    (p : ℕ → V) (hstart : p 0 = 0)
    (hstep : ∀ k, IsSRStep H ψ (τ k) (ε k) (p k) (p (k + 1) - p k)) (k : ℕ) : p k = 0 := by
  induction k with
  | zero => exact hstart
  | succ k ih =>
    have h := hstep k
    rw [ih, sub_zero] at h
    exact (step_iff_zero H P hc hψ hsym h0 (hreg k) _).1 h
```

A run is a sequence p₀, p₁, p₂, … in which each difference pₖ₊₁ − pₖ is a reconfiguration step at pₖ. The values τₖ and εₖ may change from step to step. If p₀ = 0, then pₖ = 0 for every k. The proof is by induction: once pₖ = 0, the previous theorem makes the next difference zero. Changing the time step does not release the run.

## Two levels, started at the top

```lean
local notation "Plane" => EuclideanSpace ℝ (Fin 2)

/-- The two-level Hamiltonian `[[0, 1], [1, 0]]`. -/
def hop : Plane →L[ℝ] Plane := Matrix.toEuclideanCLM (n := Fin 2) (𝕜 := ℝ) !![0, 1; 1, 0]
```

This is H = [[0, 1], [1, 0]], for instance one particle hopping between two sites. Lean numbers the two amplitudes 0 and 1.

```lean
/-- The two-level Hamiltonian exchanges the two amplitudes. -/
theorem hop_apply (v : Plane) : hop v = !₂[v 1, v 0] := by
  have h : (hop v).ofLp = Matrix.mulVec !![0, 1; 1, 0] v.ofLp := rfl
  ext i
  rw [h]
  fin_cases i <;> simp [Matrix.mulVec, dotProduct, Fin.sum_univ_two]
```

In components, H(v₀, v₁) = (v₁, v₀). The tactic `fin_cases i` checks the two components separately.

```lean
/-- The exchange of the two levels, as an isometry. -/
def mirror : Plane →ₗᵢ[ℝ] Plane where
  toLinearMap := (hop : Plane →ₗ[ℝ] Plane)
  norm_map' v := by
    change ‖hop v‖ = ‖v‖
    rw [hop_apply]
    simp [EuclideanSpace.norm_eq, Fin.sum_univ_two, add_comm]
```

The symmetry P exchanges the levels, so in this example it is the same map as H. It preserves length because v₁² + v₀² = v₀² + v₁².

```lean
/-- The trial state `(cos (p + π/4), sin (p + π/4))`. -/
def trial (p : ℝ) : Plane := !₂[Real.cos (p + Real.pi / 4), Real.sin (p + Real.pi / 4)]
```

The trial state is a unit vector rotated by one angle. At p = 0 it is (1, 1)/√2.

```lean
/-- The two-level Hamiltonian is symmetric and commutes with the level exchange. The trial state is
differentiable and never zero, and reversing `p` exchanges its two levels. -/
theorem trial_witness :
    (∀ u v, ⟪hop u, v⟫_ℝ = ⟪u, hop v⟫_ℝ) ∧ (∀ v, mirror (hop v) = hop (mirror v)) ∧
    Differentiable ℝ trial ∧ (∀ p, trial (-p) = mirror (trial p)) ∧ ∀ p, trial p ≠ 0 := by
  refine ⟨fun u v => ?_, fun v => rfl, ?_, fun p => ?_, fun p h => ?_⟩
  · rw [hop_apply, hop_apply]
    simp [PiLp.inner_apply, Fin.sum_univ_two]
    ring
  · have h : trial = fun p => Real.cos (p + Real.pi / 4) • (!₂[1, 0] : Plane)
        + Real.sin (p + Real.pi / 4) • (!₂[0, 1] : Plane) := by
      funext p
      ext i
      fin_cases i <;> simp [trial]
    rw [h]
    fun_prop
  · have e : -p + Real.pi / 4 = Real.pi / 2 - (p + Real.pi / 4) := by ring
    have c : Real.cos (-p + Real.pi / 4) = Real.sin (p + Real.pi / 4) := by
      rw [e, Real.cos_pi_div_two_sub]
    have s : Real.sin (-p + Real.pi / 4) = Real.cos (p + Real.pi / 4) := by
      rw [e, Real.sin_pi_div_two_sub]
    change trial (-p) = hop (trial p)
    rw [hop_apply]
    ext i
    fin_cases i <;> simp [trial, c, s]
  · have c : Real.cos (p + Real.pi / 4) = 0 := congrArg (fun v : Plane => v 0) h
    have s : Real.sin (p + Real.pi / 4) = 0 := congrArg (fun v : Plane => v 1) h
    have h1 := Real.sin_sq_add_cos_sq (p + Real.pi / 4)
    rw [c, s] at h1
    norm_num at h1
```

The five statements joined by `∧` ("and") are that H is symmetric, that P commutes with H, that ψ is differentiable, that ψ(−p) = Pψ(p), and that ψ(p) is never zero. The fourth rests on

−p + π/4 = π/2 − (p + π/4),

which exchanges cosine and sine. The last follows from cos² + sin² = 1.

```lean
/-- The trial energy is `cos 2p`. -/
theorem trial_energy (p : ℝ) : energy hop (trial p) = Real.cos (2 * p) := by
  have h1 : ⟪trial p, trial p⟫_ℝ = 1 := by
    simp only [PiLp.inner_apply, Fin.sum_univ_two]
    simp [trial]
  have h2 : ⟪trial p, hop (trial p)⟫_ℝ
      = 2 * Real.sin (p + Real.pi / 4) * Real.cos (p + Real.pi / 4) := by
    rw [hop_apply]
    simp [trial, PiLp.inner_apply, Fin.sum_univ_two]
    ring
  rw [energy, h1, h2, div_one, ← Real.sin_two_mul, ← Real.sin_add_pi_div_two]
  congr 1
  ring
```

Since ψ(p) has norm one,

E(ψ(p)) = 2 sin(p + π/4) cos(p + π/4) = sin(2p + π/2) = cos 2p.

The start p = 0 has energy 1. The ground state, with energy −1, lies in the same family at p = π/2.

```lean
/-- In the two-level example no state has a higher energy than the start `p = 0`, yet
a regularised reconfiguration step from there is zero. -/
theorem stuck_at_maximum {τ ε : ℝ} (hε : 0 < ε) :
    (∀ v, ⟪v, hop v⟫_ℝ ≤ energy hop (trial 0) * ⟪v, v⟫_ℝ) ∧
    ∀ δ, IsSRStep hop trial τ ε 0 δ ↔ δ = 0 := by
  obtain ⟨-, hc, hd, hsym, h0⟩ := trial_witness
  refine ⟨fun v => ?_, step_iff_zero hop mirror hc (hd 0) hsym (h0 0) (Or.inl hε)⟩
  rw [trial_energy, mul_zero, Real.cos_zero, one_mul, hop_apply]
  simp only [PiLp.inner_apply, Fin.sum_univ_two]
  simp
  nlinarith [sq_nonneg (v 0 - v 1)]

end

end SymmetricReconfiguration
```

The first half says that ⟨v, Hv⟩ ≤ E(ψ(0))⟨v, v⟩ for every vector v, whether or not it belongs to the trial family. As E(ψ(0)) = 1, this reads

2v₀v₁ ≤ v₀² + v₁²,

which is (v₀ − v₁)² ≥ 0, the square handed to `nlinarith`. The second half applies `step_iff_zero`: for any ε > 0 and any τ, the step from this maximum is zero.

```lean
#print axioms SymmetricReconfiguration.energy_slope
-- 'SymmetricReconfiguration.energy_slope' depends on axioms: [propext, Classical.choice, Quot.sound]
#print axioms SymmetricReconfiguration.energy_stationary
-- 'SymmetricReconfiguration.energy_stationary' depends on axioms: [propext, Classical.choice, Quot.sound]
#print axioms SymmetricReconfiguration.reconfiguration_stuck
-- 'SymmetricReconfiguration.reconfiguration_stuck' depends on axioms: [propext, Classical.choice, Quot.sound]
#print axioms SymmetricReconfiguration.stuck_at_maximum
-- 'SymmetricReconfiguration.stuck_at_maximum' depends on axioms: [propext, Classical.choice, Quot.sound]
```

## A small offset, in numbers

In the two-level example the tangent vector has length one and is orthogonal to the state, so S = 1 and f = sin 2p. The step is

δ = τ sin(2p)/(1 + ε).

Take τ = 0.1 and ε = 0.01. At p = 0 this gives δ = 0. At p = 0.1 it gives δ ≈ 0.0199/1.01 ≈ 0.0197, and the energy falls from cos 0.2 ≈ 0.9801 to cos 0.2393 ≈ 0.9715. A small displacement of the start is enough here to set the descent going.

## When only some parameters change sign

The same argument handles a reflection R of parameter space, that is, a linear isometry with R² = 1, when ψ(Rp) = Pψ(p) and P commutes with H. Suppose Rp = p, ψ is differentiable and nonzero at p, and ε > 0. Split a step into δ = δ₊ + δ₋ with Rδ₊ = δ₊ and Rδ₋ = −δ₋. Testing the step equation with δ₋ gives

‖Dδ₋‖²/‖ψ(p)‖² + ε‖δ₋‖² = 0,

so δ₋ = 0. The symmetric parameters may move, while the symmetry-breaking ones stay at zero. This extension is argued here in prose only; the code treats the case R = −1.
